# In one LAPW channel, the energy quotient inside the sphere lies within $1/(2\|\dot u\|)$ of the energy parameter

Setting up an LAPW calculation includes choosing an energy parameter $E$ for each angular momentum channel of each atomic sphere. The channel is then described by two radial functions, the solution $u$ at energy $E$ and its energy derivative $\dot u$. If a semicore and a valence state share the channel, one has to decide whether this pair can serve both or whether a local orbital is needed; a semicore state that the pair represents badly can appear as a ghost band.

The norm $\|\dot u\|$, which the overlap matrix requires anyway, sets a limit here. If the radial solutions are normalised at every energy, which makes $\dot u$ orthogonal to $u$, every nonzero real combination $w$ of $u$ and $\dot u$ has an energy quotient $\langle w,hw\rangle/\langle w,w\rangle$ within $1/(2\|\dot u\|)$ of $E$. Here $h$ is the non-relativistic radial Hamiltonian with the spherical part of the potential, and its kinetic energy is the Laplacian acting on $w$. The squared-gradient form of the kinetic energy differs by a surface term, and the bound does not cover it. This concerns a single channel inside one sphere. A band energy also contains the interstitial region and the other channels, so the window is not a bound on band energies. Nor does a quotient inside the window show that the function itself is accurate.

## The pair and its four relations

Write $v$ for $\dot u$ and $h$ for the radial Hamiltonian. The functions live in a real inner product space $V$, with no assumption on dimension or completeness.

```lean
import Mathlib

open scoped InnerProductSpace

noncomputable section

namespace LinearisedEnergyWindow

variable {V : Type*} [NormedAddCommGroup V] [InnerProductSpace ℝ V]
```

The energy quotient of a trial function $w\neq 0$ is
$$R(w)=\frac{\langle w,hw\rangle}{\|w\|^2}.$$
In the code, `h : V →ₗ[ℝ] V` is a linear map defined on all of $V$. A differential operator fits this description if $V$ is taken to be the span of $u$ and $v$, which $h$ maps into itself by the relations below.

```lean
/-- The Rayleigh quotient `⟨w, h w⟩ / ⟨w, w⟩` of a nonzero trial function `w`. -/
def rayleigh (h : V →ₗ[ℝ] V) (w : V) : ℝ := ⟪w, h w⟫_ℝ / ‖w‖ ^ 2
```

Let $u_\varepsilon$ be the radial solution at energy $\varepsilon$, normalised for every $\varepsilon$. Since $h$ does not depend on $\varepsilon$, differentiating $hu_\varepsilon=\varepsilon u_\varepsilon$ at $\varepsilon=E$ gives $hv=Ev+u$. (A scalar-relativistic radial Hamiltonian does depend on the energy, which adds a further term to this relation.) Differentiating $\langle u_\varepsilon,u_\varepsilon\rangle=1$ gives $2\langle u,v\rangle=0$. Together with the radial equation and the normalisation at $E$, the relations are
$$hu=Eu,\qquad hv=Ev+u,\qquad \|u\|=1,\qquad \langle u,v\rangle=0.$$
They are the four fields of `LinearisedPair`. The structure assumes them directly: it contains neither a derivative with respect to energy nor a specific differential operator, and any vectors that satisfy the relations qualify.

```lean
/-- A normalised solution `u` at the energy parameter `E`, together with an orthogonal
function `v` that obeys the energy-differentiated equation `h v = E v + u`. -/
structure LinearisedPair (h : V →ₗ[ℝ] V) (E : ℝ) (u v : V) : Prop where
  solution : h u = E • u
  derivative : h v = E • v + u
  normalised : ‖u‖ = 1
  orthogonal : ⟪u, v⟫_ℝ = 0
```

## The derivative is nonzero and $h$ is not symmetric

A positive $\|v\|$ need not be assumed. If $v=0$, the second relation reads $0=0+u$, so $u=0$, which contradicts $\|u\|=1$. The proof substitutes $v=0$ in the same way and ends at $0=1$.

```lean
variable {h : V →ₗ[ℝ] V} {E : ℝ} {u v : V}

/-- The energy derivative `v` is never the zero function. -/
theorem derivative_ne_zero (p : LinearisedPair h E u v) : v ≠ 0 := by
  intro hv
  have h1 := p.derivative
  rw [hv, map_zero, smul_zero, zero_add] at h1
  have h2 := p.normalised
  rw [← h1, norm_zero] at h2
  exact zero_ne_one h2
```

The two off-diagonal matrix elements are
$$\langle u,hv\rangle=E\langle u,v\rangle+\langle u,u\rangle=1,\qquad \langle hu,v\rangle=E\langle u,v\rangle=0.$$
Their difference is 1, whereas a symmetric operator would give 0. Physically, integrating the kinetic energy by parts over the sphere leaves a surface term, and for this pair the term equals 1. Symmetry of $h$ is therefore not among the hypotheses. The `rw` chain inserts the relations and expands the inner products; `linarith` then finds the contradiction with symmetry.

```lean
/-- The two off-diagonal matrix elements of `h` between `u` and `v` differ by exactly one,
and `h` is not symmetric. -/
theorem symmetry_defect (p : LinearisedPair h E u v) :
    ⟪u, h v⟫_ℝ - ⟪h u, v⟫_ℝ = 1 ∧ ¬ h.IsSymmetric := by
  have key : ⟪u, h v⟫_ℝ - ⟪h u, v⟫_ℝ = 1 := by
    rw [p.solution, p.derivative, inner_add_right, real_inner_smul_right,
      real_inner_smul_left, p.orthogonal, real_inner_self_eq_norm_sq, p.normalised]
    ring
  refine ⟨key, fun hs => ?_⟩
  have h1 : ⟪h u, v⟫_ℝ = ⟪u, h v⟫_ℝ := hs u v
  linarith
```

## The quotient of a general combination

Let $w=au+bv$ with real $a,b$ not both zero. Since $u$ and $v$ are orthogonal,
$$\|w\|^2=a^2+\|v\|^2b^2 .$$
This is positive: through the first term if $a\neq0$, and through the second if $b\neq0$, because $v\neq0$. The operator acts as
$$hw=aEu+b(Ev+u)=Ew+bu,$$
so that
$$\langle w,hw\rangle=E\|w\|^2+b\langle w,u\rangle=E\|w\|^2+ab .$$
Division by $\|w\|^2$ gives
$$R(w)=E+\frac{ab}{a^2+\|v\|^2b^2}.$$
The steps `hD`, `hnorm`, `hw` and `hnum` are these four statements in order: positivity, norm, action of $h$ and numerator.

```lean
/-- The Rayleigh quotient of `a u + b v`, for coefficients that are not both zero. -/
theorem rayleigh_combination (p : LinearisedPair h E u v) (a b : ℝ) (hab : a ≠ 0 ∨ b ≠ 0) :
    rayleigh h (a • u + b • v) = E + a * b / (a ^ 2 + ‖v‖ ^ 2 * b ^ 2) := by
  have hv := derivative_ne_zero p
  have hvu : ⟪v, u⟫_ℝ = 0 := by rw [real_inner_comm]; exact p.orthogonal
  have hD : 0 < a ^ 2 + ‖v‖ ^ 2 * b ^ 2 := by
    rcases hab with ha | hb <;> positivity
  have hnorm : ‖a • u + b • v‖ ^ 2 = a ^ 2 + ‖v‖ ^ 2 * b ^ 2 := by
    rw [← real_inner_self_eq_norm_sq (a • u + b • v)]
    simp only [inner_add_left, inner_add_right, real_inner_smul_left, real_inner_smul_right]
    simp only [real_inner_self_eq_norm_sq, p.normalised, p.orthogonal, hvu]
    ring
  -- the operator returns the trial function times `E`, plus an admixture of `u`
  have hw : h (a • u + b • v) = E • (a • u + b • v) + b • u := by
    rw [map_add, map_smul, map_smul, p.solution, p.derivative]
    module
  have hnum : ⟪a • u + b • v, h (a • u + b • v)⟫_ℝ
      = E * (a ^ 2 + ‖v‖ ^ 2 * b ^ 2) + a * b := by
    rw [hw, inner_add_right, real_inner_smul_right, real_inner_self_eq_norm_sq, hnorm,
      real_inner_smul_right, inner_add_left, real_inner_smul_left, real_inner_smul_left,
      real_inner_self_eq_norm_sq, p.normalised, hvu]
    ring
  rw [rayleigh, hnum, hnorm, add_div, mul_div_cancel_right₀ _ hD.ne']
```

## The bound comes from a perfect square

Put $D=a^2+\|v\|^2b^2$, so that $|R(w)-E|=|ab|/D$. Expanding a square gives
$$0\le(|a|-\|v\||b|)^2=D-2\|v\||ab| .$$
Hence $2\|v\||ab|\le D$, and dividing by $2\|v\|D>0$ yields
$$|R(w)-E|\le\frac{1}{2\|v\|}.$$
Equality holds exactly when the square vanishes, that is when $|a|=\|v\||b|$, or equivalently $a^2=\|v\|^2b^2$. The two parts $au$ and $bv$ then have equal norm.

In the proof `key` is the expanded square. The lemmas `div_le_div_iff₀` and `div_eq_div_iff` clear the denominators, and the two directions of the equality case pass through $|a|=\|v\||b|$.

```lean
/-- Every nonzero combination `a u + b v` has its Rayleigh quotient within `1/(2‖v‖)` of `E`,
and the limit is reached exactly when both parts have equal norm, `a² = ‖v‖² b²`. -/
theorem energy_window (p : LinearisedPair h E u v) (a b : ℝ) (hab : a ≠ 0 ∨ b ≠ 0) :
    |rayleigh h (a • u + b • v) - E| ≤ 1 / (2 * ‖v‖) ∧
    (|rayleigh h (a • u + b • v) - E| = 1 / (2 * ‖v‖) ↔ a ^ 2 = ‖v‖ ^ 2 * b ^ 2) := by
  have hv := derivative_ne_zero p
  have hn : 0 < ‖v‖ := norm_pos_iff.mpr hv
  have hn2 : 0 < 2 * ‖v‖ := by positivity
  have hD : 0 < a ^ 2 + ‖v‖ ^ 2 * b ^ 2 := by
    rcases hab with ha | hb <;> positivity
  -- the distance from the limit is governed by a perfect square
  have key : (|a| - ‖v‖ * |b|) ^ 2
      = a ^ 2 + ‖v‖ ^ 2 * b ^ 2 - 2 * ‖v‖ * |a * b| := by
    rw [abs_mul]
    linear_combination sq_abs a + ‖v‖ ^ 2 * sq_abs b
  rw [rayleigh_combination p a b hab, add_sub_cancel_left, abs_div, abs_of_pos hD]
  constructor
  · rw [div_le_div_iff₀ hD hn2]
    linarith [sq_nonneg (|a| - ‖v‖ * |b|)]
  · rw [div_eq_div_iff hD.ne' hn2.ne']
    constructor
    · intro heq
      have h0 : (|a| - ‖v‖ * |b|) ^ 2 = 0 := by linarith
      have h1 : |a| = ‖v‖ * |b| := sub_eq_zero.mp (pow_eq_zero_iff two_ne_zero |>.mp h0)
      rw [← sq_abs a, h1, mul_pow, sq_abs]
    · intro heq
      have h1 : |a| = |‖v‖ * b| :=
        (sq_eq_sq_iff_abs_eq_abs _ _).mp (by rw [heq]; ring)
      rw [abs_mul, abs_of_pos hn] at h1
      rw [h1, sub_self] at key
      linarith
```

## One admixture coefficient

Setting $a=1$ and $b=x$ gives the trial function $u+xv$. To first order in $\varepsilon-E$, the radial solution at energy $\varepsilon$ has this form with $x=\varepsilon-E$. The general formulas become
$$R(u+xv)=E+\frac{x}{1+\|v\|^2x^2},\qquad |R(u+xv)-E|\le\frac1{2\|v\|},$$
with equality exactly when $1=\|v\|^2x^2$, that is $x^2=1/\|v\|^2$. The theorem states all three facts for every real $x$, and its proof specialises the two preceding results.

```lean
/-- The Rayleigh quotient of `u + x v` is `E + x/(1 + ‖v‖² x²)`. It lies within `1/(2‖v‖)`
of the energy parameter, with equality exactly when `x² = 1/‖v‖²`. -/
theorem rayleigh_linearised (p : LinearisedPair h E u v) (x : ℝ) :
    rayleigh h (u + x • v) = E + x / (1 + ‖v‖ ^ 2 * x ^ 2) ∧
    |rayleigh h (u + x • v) - E| ≤ 1 / (2 * ‖v‖) ∧
    (|rayleigh h (u + x • v) - E| = 1 / (2 * ‖v‖) ↔ x ^ 2 = 1 / ‖v‖ ^ 2) := by
  have hn : 0 < ‖v‖ := norm_pos_iff.mpr (derivative_ne_zero p)
  have h1 := rayleigh_combination p 1 x (Or.inl one_ne_zero)
  have h2 := energy_window p 1 x (Or.inl one_ne_zero)
  simp only [one_smul, one_mul, one_pow] at h1 h2
  refine ⟨h1, h2.1, h2.2.trans ?_⟩
  rw [eq_div_iff (by positivity)]
  constructor <;> intro heq <;> linarith
```

## Every energy in the window is reached

The bound places all quotients in the closed interval $[E-1/(2\|v\|),\,E+1/(2\|v\|)]$. Conversely, take $E+t$ in this interval. Then $1-2\|v\|t$ and $1+2\|v\|t$ are both nonnegative, and so is their product $1-4\|v\|^2t^2$. Let $r$ be its square root. The condition $x/(1+\|v\|^2x^2)=t$ is the equation $\|v\|^2t\,x^2-x+t=0$, and one solution is
$$x=\frac{2t}{1+r},$$
a form that also holds at $t=0$. To check it, use $4\|v\|^2t^2=1-r^2$:
$$1+\|v\|^2x^2=1+\frac{1-r^2}{(1+r)^2}=1+\frac{1-r}{1+r}=\frac{2}{1+r},$$
and therefore
$$\frac{x}{1+\|v\|^2x^2}=\frac{2t}{1+r}\cdot\frac{1+r}{2}=t .$$
In Lean, `Set.range` is the set of all quotients and `Set.Icc` the closed interval. The facts `hden` and `hquot` are the last two displayed lines.

```lean
/-- As the admixture `x` runs over the reals, the Rayleigh quotients of `u + x v` fill the
whole closed interval of half-width `1/(2‖v‖)` around `E`. -/
theorem range_rayleigh (p : LinearisedPair h E u v) :
    Set.range (fun x : ℝ => rayleigh h (u + x • v))
      = Set.Icc (E - 1 / (2 * ‖v‖)) (E + 1 / (2 * ‖v‖)) := by
  have hn : 0 < ‖v‖ := norm_pos_iff.mpr (derivative_ne_zero p)
  have hn2 : 0 < 2 * ‖v‖ := by positivity
  ext e
  constructor
  · rintro ⟨x, hx⟩
    have hx' : rayleigh h (u + x • v) = e := hx
    have hb := (rayleigh_linearised p x).2.1
    rw [hx', abs_le] at hb
    exact ⟨by linarith [hb.1], by linarith [hb.2]⟩
  · rintro ⟨h1, h2⟩
    obtain ⟨t, rfl⟩ : ∃ t, e = E + t := ⟨e - E, by ring⟩
    have h3 : t * (2 * ‖v‖) ≤ 1 := (le_div_iff₀ hn2).mp (by linarith)
    have h4 : -t * (2 * ‖v‖) ≤ 1 := (le_div_iff₀ hn2).mp (by linarith)
    have h5 : 0 ≤ 1 - 4 * ‖v‖ ^ 2 * t ^ 2 := by
      have h6 := mul_nonneg (sub_nonneg.mpr h3) (sub_nonneg.mpr h4)
      linarith
    -- solve the quadratic equation for the admixture
    obtain ⟨r, hr0, hr⟩ : ∃ r : ℝ, 0 ≤ r ∧ r ^ 2 = 1 - 4 * ‖v‖ ^ 2 * t ^ 2 :=
      ⟨_, Real.sqrt_nonneg _, Real.sq_sqrt h5⟩
    have hr1 : 1 + r ≠ 0 := by positivity
    have hden : 1 + ‖v‖ ^ 2 * (2 * t / (1 + r)) ^ 2 = 2 / (1 + r) := by
      field_simp
      linear_combination hr
    have hquot : 2 * t / (1 + r) / (2 / (1 + r)) = t := by
      field_simp
    refine ⟨2 * t / (1 + r), ?_⟩
    change rayleigh h (u + (2 * t / (1 + r)) • v) = E + t
    rw [(rayleigh_linearised p _).1, hden, hquot]
```

For a numerical instance, take $\|v\|=2$ per hartree. The half-width of the window is $1/(2\cdot2)=0.25$ hartree. The admixture $x=0.5$ hartree reaches the upper edge, since $0.5/(1+4\cdot0.25)=0.25$. To obtain $t=0.2$, compute $r=\sqrt{1-16\cdot0.04}=0.6$ and $x=0.4/1.6=0.25$; indeed $0.25/(1+4\cdot0.0625)=0.2$. The larger admixture $x=1$ gives $1/(1+4)=0.2$ as well: beyond the edge, adding more $v$ brings the quotient back towards $E$. A quotient $0.3$ hartree above $E$ cannot be obtained from this pair.

## An explicit pair in the plane

The four relations are consistent for every $E$ and every positive value of $\|v\|$. On the Euclidean plane, choose $s\neq0$ and let
$$h(a,b)=\left(Ea+\frac bs,\;Eb\right).$$
This is linear in $(a,b)$, which the two proof fields of the definition confirm component by component. Lean numbers the components 0 and 1.

```lean
/-- The operator on the Euclidean plane that sends `(a, b)` to `(E a + b/s, E b)`,
for `s ≠ 0`. -/
def planeOperator (E s : ℝ) : EuclideanSpace ℝ (Fin 2) →ₗ[ℝ] EuclideanSpace ℝ (Fin 2) where
  toFun w := !₂[E * w 0 + w 1 / s, E * w 1]
  map_add' x y := by
    ext i
    fin_cases i <;> simp <;> ring
  map_smul' c x := by
    ext i
    fin_cases i <;> simp <;> ring
```

Take $u=(1,0)$ and $v=(0,s)$. Then
$$hu=(E,0)=Eu,\qquad hv=(1,Es)=Ev+u,$$
while $\|u\|=1$, $\langle u,v\rangle=0$ and $\|v\|=|s|$. The proof verifies the four fields of `LinearisedPair` by the same componentwise calculation.

```lean
/-- For every `E` and every `s ≠ 0` the plane operator, with `u = (1, 0)` and `v = (0, s)`,
satisfies all the relations of a linearised pair. -/
theorem linearisedPair_witness (E s : ℝ) (hs : s ≠ 0) :
    LinearisedPair (planeOperator E s) E !₂[1, 0] !₂[0, s] where
  solution := by
    ext i
    fin_cases i <;> simp [planeOperator]
  derivative := by
    ext i
    fin_cases i <;> simp [planeOperator, hs]
  normalised := by
    simp [EuclideanSpace.norm_eq, Fin.sum_univ_two]
  orthogonal := by
    simp [PiLp.inner_apply, Fin.sum_univ_two]

end LinearisedEnergyWindow
```

```lean
#print axioms LinearisedEnergyWindow.symmetry_defect
#print axioms LinearisedEnergyWindow.rayleigh_linearised
#print axioms LinearisedEnergyWindow.range_rayleigh
```

```
'LinearisedEnergyWindow.symmetry_defect' depends on axioms: [propext, Classical.choice, Quot.sound]
'LinearisedEnergyWindow.rayleigh_linearised' depends on axioms: [propext, Classical.choice, Quot.sound]
'LinearisedEnergyWindow.range_rayleigh' depends on axioms: [propext, Classical.choice, Quot.sound]
```
